# For a translation-invariant interaction, both electrons contribute equal Darwin terms to the first-order picture change

## Is the second Darwin term a double count?

Take units ħ = m = 1 and t = 1/c², and let g be the Coulomb repulsion 1/r₁₂. When I transform g to the two-component picture to first order in t, electron 1 gives me a Darwin term built from [p,[p,g]] with its own momentum p. Electron 2 gives me another, built from its momentum. For 1/r₁₂ they come out as the same contact term. Are these two contributions to be added, or have I counted one correction twice? And where does the spin-orbit part separate off?

## They are equal, and both are kept

For one electron, let p_k be the momentum components and s_k the Pauli spin operators, with k = 0, 1, 2. Write [a,b] = ab − ba and

σ·p = Σ s_k p_k,  p² = Σ p_k p_k,  K = (σ·p) g (σ·p)

D = Σ [p_k,[p_k,g]],  L = Σ ε_ijk s_k [p_i,g] p_j

with ε₀₁₂ = 1. D and L are bare operators: the prefactors that make them the usual Darwin and spin-orbit terms are written separately.

To leading order the small component of a Dirac spinor is (σ·p)/(2c) acting on the large one. The interaction felt by the large component therefore becomes g + (t/4)K, and the metric becomes 1 + (t/4)(σ·p)². The factor R = 1 − t p²/8 restores the normalisation to first order.

**One electron.** The components p_k commute with each other and with the spins, and g commutes with the spins. The Pauli product rule then gives

K = Σ s_i s_j p_i g p_j = Σ p_k g p_k + i Σ ε_ijk s_k p_i g p_j.

In the last sum, p_i g p_j = [p_i,g] p_j + g p_i p_j. The part g p_i p_j is symmetric in i and j, so ε removes it and iL remains. For the spin-free sum, expand the double commutator:

[p_k,[p_k,g]] = p_k² g − 2 p_k g p_k + g p_k².

Solving for p_k g p_k and summing over k gives

K − (p²g + gp²)/2 = −½ D + iL.

**Renormalisation.** Multiplying out,

R(g + (t/4)K)R = g + t·¼[K − (p²g + gp²)/2] + t²[p²gp²/64 − (p²K + Kp²)/32] + t³ p²Kp²/256.

The term linear in t is thus ¼(−½D + iL). Setting g = 1 gives (σ·p)² = p², and the metric becomes

R(1 + (t/4)(σ·p)²)R = 1 − (3t²/64)p⁴ + (t³/256)p⁶,

with no linear term.

**Two electrons.** Let a and b be the two electrons' momenta along one direction, with ab = ba and [a+b,g] = 0. Then [a,g] = −[b,g], and

[a,[a,g]] = −[a,[b,g]] = −[b,[a,g]] = [b,[b,g]].

The middle step uses ab = ba. Summed over directions, the two D operators agree, so the two contributions −D/8 add to −D/4. The spin-orbit operators L₁ and L₂ remain separate, each with its own spin.

For p = −i∇ and g = 1/r₁₂, D is formally 4πδ(r₁₂), so each electron gives −(π/2)δ(r₁₂) and the pair gives −πδ(r₁₂), times 1/c². Keeping only one contribution would halve the term.

**Numbers.** Let τx, τy, τz be Pauli matrices on a two-level orbital space, and take p = (τx, 1, 0) and g = τz. Then

[τx,τz] = −2iτy,  D = [τx,−2iτy] = 4τz,  L = −2i s₂τy.

Directly, p² = 2 and K = (s₀τx + s₁)τz(s₀τx + s₁) = 2s₂τy. Hence K − (p²g + gp²)/2 = 2s₂τy − 2τz, which is −½D + iL. A quarter of it is ½s₂τy − ½τz. Give the second electron momentum −p and spin s′. The sum of both corrections is −τz + ½(s₂ + s′₂)τy: the Darwin part has doubled.

## What the Lean theorems say

The operators are elements of an arbitrary complex algebra `A`. The structure `PauliSpin s p` collects the Pauli product rule and the commutation rules for one electron's spin and momentum. The hypothesis `hg` says that g commutes with the spin, as a Coulomb-type interaction does; the Breit interaction is therefore excluded. `darwin` is D, `spinOrbit` is L, `renorm` is R, and `firstOrder` is ¼[K − (p²g + gp²)/2].

- `darwin_add_spinOrbit` is the one-electron identity.
- `renormalised_interaction` and `renormalised_metric` are the two expansions in t, valid for every complex t with all terms written out.
- `double_comm_eq` is the equality for one direction.
- `two_electron_correction` states that the two `firstOrder` terms sum to −¼D + (i/4)(L₁ + L₂). The hypothesis `hT` stands for translation invariance: g commutes with each component of the total momentum.

The left-hand side of the last theorem is defined as a sum of one-electron corrections. It is also the linear term when both electrons are transformed together, because products of the two corrections start at t².

The Lean theorems start from g + (t/4)K and the metric 1 + (t/4)(σ·p)²; the reduction of the Dirac spinor that leads to them is not formalised. Also left to analysis is the passage to −i∇ and 1/r₁₂, which are unbounded or singular, so that their products need domains or distributions.

For two-component calculations that keep the untransformed Coulomb repulsion, these formulas give its omitted picture-change correction to first order in 1/c². The Breit interaction contributes further terms of the same order, which are not included here.

```lean
import Mathlib

open Complex (I)
open scoped Kronecker

namespace TwoElectronPictureChange

noncomputable section

variable {A : Type*} [Ring A] [Algebra ℂ A]

/-- The Levi-Civita symbol on three Cartesian directions, labelled cyclically by 0, 1, 2. -/
def eps (i j k : Fin 3) : ℂ :=
  if j = i + 1 ∧ k = i + 2 then 1 else if j = i + 2 ∧ k = i + 1 then -1 else 0

/-- The commutator `[a, b]`. -/
def comm (a b : A) : A := a * b - b * a

/-- The elements `s` obey the Pauli product rule and commute with the momentum components `p`,
which commute with each other. -/
structure PauliSpin (s p : Fin 3 → A) : Prop where
  pauli : ∀ i j, s i * s j = (if i = j then 1 else 0) + I • ∑ k, eps i j k • s k
  spin_comm : ∀ i j, p i * s j = s j * p i
  mom_comm : ∀ i j, p i * p j = p j * p i

/-- The operator `σ·p`. -/
def sigmaDot (s p : Fin 3 → A) : A := ∑ k, s k * p k

/-- The squared momentum `p²`. -/
def pSq (p : Fin 3 → A) : A := ∑ k, p k * p k

/-- The Darwin double commutator `∑ [p_k, [p_k, g]]`. -/
def darwin (p : Fin 3 → A) (g : A) : A := ∑ k, comm (p k) (comm (p k) g)

/-- The spin-orbit operator `∑ ε_ijk σ_k [p_i, g] p_j`. -/
def spinOrbit (s p : Fin 3 → A) (g : A) : A :=
  ∑ i, ∑ j, ∑ k, eps i j k • (s k * (comm (p i) g * p j))

/-- The renormalisation factor `R = 1 - t p²/8`, in units with `ħ = m = 1` and `t = 1/c²`. -/
def renorm (t : ℂ) (p : Fin 3 → A) : A := 1 - (t / 8) • pSq p

/-- One electron's first-order correction to `g`:
a quarter of `(σ·p) g (σ·p) - (p² g + g p²)/2`. -/
def firstOrder (s p : Fin 3 → A) (g : A) : A :=
  (1 / 4 : ℂ) • (sigmaDot s p * g * sigmaDot s p - (1 / 2 : ℂ) • (pSq p * g + g * pSq p))

/-- For commuting momenta and an interaction `g` that commutes with the spin, `(σ·p) g (σ·p)` is
a spin-free part plus `i` times the spin-orbit operator. -/
theorem sandwich {s p : Fin 3 → A} {g : A} (h : PauliSpin s p)
    (hg : ∀ k, g * s k = s k * g) :
    sigmaDot s p * g * sigmaDot s p = ∑ k, p k * g * p k + I • spinOrbit s p g := by
  -- collect the spin factors on the left
  have expand : sigmaDot s p * g * sigmaDot s p
      = ∑ i, ∑ j, s i * s j * (p i * g * p j) := by
    unfold sigmaDot
    rw [Finset.sum_mul, Finset.sum_mul]
    refine Finset.sum_congr rfl fun i _ => ?_
    rw [Finset.mul_sum]
    refine Finset.sum_congr rfl fun j _ => ?_
    calc s i * p i * g * (s j * p j) = s i * p i * (g * s j) * p j := by
          simp only [mul_assoc]
      _ = s i * (p i * s j) * g * p j := by rw [hg]; simp only [mul_assoc]
      _ = s i * s j * (p i * g * p j) := by rw [h.spin_comm]; simp only [mul_assoc]
  -- the nine Pauli products
  have h00 : s 0 * s 0 = 1 := by simpa [eps, Fin.sum_univ_three] using h.pauli 0 0
  have h11 : s 1 * s 1 = 1 := by simpa [eps, Fin.sum_univ_three] using h.pauli 1 1
  have h22 : s 2 * s 2 = 1 := by simpa [eps, Fin.sum_univ_three] using h.pauli 2 2
  have h01 : s 0 * s 1 = I • s 2 := by simpa [eps, Fin.sum_univ_three] using h.pauli 0 1
  have h12 : s 1 * s 2 = I • s 0 := by simpa [eps, Fin.sum_univ_three] using h.pauli 1 2
  have h20 : s 2 * s 0 = I • s 1 := by simpa [eps, Fin.sum_univ_three] using h.pauli 2 0
  have h10 : s 1 * s 0 = -(I • s 2) := by simpa [eps, Fin.sum_univ_three] using h.pauli 1 0
  have h21 : s 2 * s 1 = -(I • s 0) := by simpa [eps, Fin.sum_univ_three] using h.pauli 2 1
  have h02 : s 0 * s 2 = -(I • s 1) := by simpa [eps, Fin.sum_univ_three] using h.pauli 0 2
  have hso : spinOrbit s p g =
      s 2 * (comm (p 0) g * p 1) - s 2 * (comm (p 1) g * p 0)
      + s 0 * (comm (p 1) g * p 2) - s 0 * (comm (p 2) g * p 1)
      + s 1 * (comm (p 2) g * p 0) - s 1 * (comm (p 0) g * p 2) := by
    simp [spinOrbit, eps, Fin.sum_univ_three]
    abel
  rw [expand, hso]
  simp only [Fin.sum_univ_three, h00, h11, h22, h01, h12, h20, h10, h21, h02]
  -- commuting momenta remove the terms g p_i p_j
  simp only [comm, one_mul, neg_mul, smul_mul_assoc, sub_mul, mul_sub, mul_assoc,
    h.mom_comm 1 0, h.mom_comm 2 0, h.mom_comm 2 1]
  module

/-- The spin-free part `∑ p_k g p_k` differs from `(p² g + g p²)/2` by minus half the Darwin
double commutator. -/
theorem spinFree_eq_darwin (p : Fin 3 → A) (g : A) :
    ∑ k, p k * g * p k - (1 / 2 : ℂ) • (pSq p * g + g * pSq p)
      = -(1 / 2 : ℂ) • darwin p g := by
  simp only [pSq, darwin, comm, Fin.sum_univ_three, mul_add, add_mul, mul_sub, sub_mul,
    mul_assoc]
  module

/-- For commuting momenta and an interaction `g` that commutes with the spin,
`(σ·p) g (σ·p) - (p² g + g p²)/2` is the sum of a Darwin and a spin-orbit term. -/
theorem darwin_add_spinOrbit {s p : Fin 3 → A} {g : A} (h : PauliSpin s p)
    (hg : ∀ k, g * s k = s k * g) :
    sigmaDot s p * g * sigmaDot s p - (1 / 2 : ℂ) • (pSq p * g + g * pSq p)
      = -(1 / 2 : ℂ) • darwin p g + I • spinOrbit s p g := by
  rw [sandwich h hg, ← spinFree_eq_darwin]
  abel

/-- Exact expansion in `t` of the renormalised interaction `R (g + (t/4) (σ·p) g (σ·p)) R`, for
commuting momenta and `g` commuting with the spin: the term linear in `t` is a quarter of the
Darwin and spin-orbit terms. -/
theorem renormalised_interaction {s p : Fin 3 → A} {g : A} (h : PauliSpin s p)
    (hg : ∀ k, g * s k = s k * g) (t : ℂ) :
    renorm t p * (g + (t / 4) • (sigmaDot s p * g * sigmaDot s p)) * renorm t p
      = g + t • ((1 / 4 : ℂ) • (-(1 / 2 : ℂ) • darwin p g + I • spinOrbit s p g))
        + t ^ 2 • ((1 / 64 : ℂ) • (pSq p * g * pSq p)
          - (1 / 32 : ℂ) • (pSq p * (sigmaDot s p * g * sigmaDot s p)
            + sigmaDot s p * g * sigmaDot s p * pSq p))
        + t ^ 3 • ((1 / 256 : ℂ) • (pSq p * (sigmaDot s p * g * sigmaDot s p) * pSq p)) := by
  rw [← darwin_add_spinOrbit h hg]
  unfold renorm
  generalize sigmaDot s p * g * sigmaDot s p = K
  generalize pSq p = P
  simp only [mul_add, add_mul, mul_sub, sub_mul, smul_mul_assoc, mul_smul_comm, one_mul,
    mul_one, mul_assoc]
  module

/-- The factor `R` normalises the metric `1 + (t/4) (σ·p)²` to first order: the transformed
metric is 1 plus terms in `t²` and `t³`. -/
theorem renormalised_metric {s p : Fin 3 → A} (h : PauliSpin s p) (t : ℂ) :
    renorm t p * (1 + (t / 4) • (sigmaDot s p * sigmaDot s p)) * renorm t p
      = 1 - (3 * t ^ 2 / 64) • (pSq p * pSq p)
        + (t ^ 3 / 256) • (pSq p * pSq p * pSq p) := by
  -- the case g = 1 gives (σ·p)² = p²
  have k : sigmaDot s p * sigmaDot s p - (1 / 2 : ℂ) • (pSq p + pSq p) = 0 := by
    have k0 := darwin_add_spinOrbit (g := 1) h (fun k => by rw [one_mul, mul_one])
    simpa [darwin, spinOrbit, comm] using k0
  have kk : sigmaDot s p * sigmaDot s p = pSq p := by
    linear_combination (norm := module) k
  rw [kk]
  unfold renorm
  generalize pSq p = P
  simp only [mul_add, add_mul, mul_sub, sub_mul, smul_mul_assoc, mul_smul_comm, one_mul,
    mul_one, mul_assoc]
  module

omit [Algebra ℂ A] in
/-- If `a` and `b`, the momenta of two electrons along one direction, commute and the total
momentum `a + b` commutes with `g`, the two double commutators with `g` are equal. -/
theorem double_comm_eq {a b g : A} (hab : a * b = b * a) (hT : comm (a + b) g = 0) :
    comm a (comm a g) = comm b (comm b g) := by
  simp only [comm] at *
  linear_combination (norm := noncomm_ring)
    (a - b) * hT - hT * (a - b) - hab * g + g * hab

/-- For two electrons whose total momentum commutes with `g`, with mutually commuting momenta and
spins that commute with `g`, the summed first-order correction is one Darwin term of doubled
weight plus both spin-orbit terms. -/
theorem two_electron_correction {s₁ p₁ s₂ p₂ : Fin 3 → A} {g : A}
    (h₁ : PauliSpin s₁ p₁) (h₂ : PauliSpin s₂ p₂)
    (hg₁ : ∀ k, g * s₁ k = s₁ k * g) (hg₂ : ∀ k, g * s₂ k = s₂ k * g)
    (hp : ∀ k, p₁ k * p₂ k = p₂ k * p₁ k) (hT : ∀ k, comm (p₁ k + p₂ k) g = 0) :
    firstOrder s₁ p₁ g + firstOrder s₂ p₂ g
      = -(1 / 4 : ℂ) • darwin p₁ g + (I / 4) • (spinOrbit s₁ p₁ g + spinOrbit s₂ p₂ g) := by
  have hD : darwin p₂ g = darwin p₁ g :=
    Finset.sum_congr rfl fun k _ => (double_comm_eq (hp k) (hT k)).symm
  unfold firstOrder
  rw [darwin_add_spinOrbit h₁ hg₁, darwin_add_spinOrbit h₂ hg₂, hD]
  module

/-- The three Pauli matrices. -/
def pauli : Fin 3 → Matrix (Fin 2) (Fin 2) ℂ :=
  ![!![0, 1; 1, 0], !![0, -I; I, 0], !![1, 0; 0, -1]]

/-- Operators on two spins and a two-level orbital space. -/
abbrev Op := Matrix (Fin 2 × Fin 2 × Fin 2) (Fin 2 × Fin 2 × Fin 2) ℂ

/-- The spin of the first electron. -/
def spin₁ (k : Fin 3) : Op := pauli k ⊗ₖ (1 : Matrix (Fin 2 × Fin 2) (Fin 2 × Fin 2) ℂ)

/-- The spin of the second electron. -/
def spin₂ (k : Fin 3) : Op :=
  (1 : Matrix (Fin 2) (Fin 2) ℂ) ⊗ₖ (pauli k ⊗ₖ (1 : Matrix (Fin 2) (Fin 2) ℂ))

/-- An operator `a` acting on the orbital space alone. -/
def orb (a : Matrix (Fin 2) (Fin 2) ℂ) : Op :=
  (1 : Matrix (Fin 2) (Fin 2) ℂ) ⊗ₖ ((1 : Matrix (Fin 2) (Fin 2) ℂ) ⊗ₖ a)

/-- Three commuting model momentum components on the orbital space. -/
def mom : Fin 3 → Matrix (Fin 2) (Fin 2) ℂ := ![pauli 0, 1, 0]

/-- The Pauli matrices obey the Pauli product rule. -/
theorem pauli_mul (i j : Fin 3) :
    pauli i * pauli j = (if i = j then 1 else 0) + I • ∑ k, eps i j k • pauli k := by
  fin_cases i <;> fin_cases j <;> ext a b <;> fin_cases a <;> fin_cases b <;>
    simp [pauli, eps, Matrix.mul_apply, Fin.sum_univ_two]

/-- Two spins with opposite model momenta and the interaction `orb (pauli 2)` meet all hypotheses
of the two-electron theorem, and the interaction does not commute with the momentum. -/
theorem two_electron_witness :
    PauliSpin spin₁ (fun k => orb (mom k)) ∧ PauliSpin spin₂ (fun k => -orb (mom k)) ∧
    (∀ k, orb (pauli 2) * spin₁ k = spin₁ k * orb (pauli 2)) ∧
    (∀ k, orb (pauli 2) * spin₂ k = spin₂ k * orb (pauli 2)) ∧
    (∀ k, orb (mom k) * -orb (mom k) = -orb (mom k) * orb (mom k)) ∧
    (∀ k, comm (orb (mom k) + -orb (mom k)) (orb (pauli 2)) = 0) ∧
    comm (orb (mom 0)) (orb (pauli 2)) ≠ 0 := by
  have ho : ∀ a b, orb a * orb b = orb (a * b) := fun a b => by
    simp [orb, ← Matrix.mul_kronecker_mul]
  have hm : ∀ i j, mom i * mom j = mom j * mom i := fun i j => by
    fin_cases i <;> fin_cases j <;> simp [mom]
  have c₁ : ∀ a k, orb a * spin₁ k = spin₁ k * orb a := fun a k => by
    simp [orb, spin₁, ← Matrix.mul_kronecker_mul]
  have c₂ : ∀ a k, orb a * spin₂ k = spin₂ k * orb a := fun a k => by
    simp [orb, spin₂, ← Matrix.mul_kronecker_mul]
  refine ⟨⟨fun i j => ?_, fun i j => c₁ _ _, fun i j => ?_⟩,
    ⟨fun i j => ?_, fun i j => ?_, fun i j => ?_⟩, c₁ _, c₂ _, fun k => ?_, fun k => ?_, ?_⟩
  · simp only [spin₁, ← Matrix.mul_kronecker_mul, mul_one, pauli_mul, Fin.sum_univ_three,
      Matrix.add_kronecker, Matrix.smul_kronecker]
    split_ifs <;> simp
  · rw [ho, ho, hm]
  · simp only [spin₂, ← Matrix.mul_kronecker_mul, mul_one, pauli_mul, Fin.sum_univ_three,
      Matrix.add_kronecker, Matrix.smul_kronecker, Matrix.kronecker_add, Matrix.kronecker_smul]
    split_ifs <;> simp
  · rw [neg_mul, mul_neg, c₂]
  · rw [neg_mul_neg, neg_mul_neg, ho, ho, hm]
  · rw [mul_neg, neg_mul]
  · simp [comm]
  · -- one off-diagonal orbital element of the commutator is -2
    intro h
    have e0 : mom 0 = !![0, 1; 1, 0] := rfl
    have e2 : pauli 2 = !![1, 0; 0, -1] := rfl
    have e02 : mom 0 * pauli 2 = !![0, -1; 1, 0] := by
      rw [e0, e2]
      ext i j
      fin_cases i <;> fin_cases j <;> simp [Matrix.mul_apply, Fin.sum_univ_two]
    have e20 : pauli 2 * mom 0 = !![0, 1; -1, 0] := by
      rw [e0, e2]
      ext i j
      fin_cases i <;> fin_cases j <;> simp [Matrix.mul_apply, Fin.sum_univ_two]
    rw [comm, ho, ho, e02, e20] at h
    have h' := congrFun (congrFun h (0, 0, 0)) (0, 0, 1)
    norm_num [orb] at h'

end

end TwoElectronPictureChange
```

```lean
#print axioms TwoElectronPictureChange.renormalised_interaction
#print axioms TwoElectronPictureChange.renormalised_metric
#print axioms TwoElectronPictureChange.two_electron_correction
```

```
'TwoElectronPictureChange.renormalised_interaction' depends on axioms: [propext, Classical.choice, Quot.sound]
'TwoElectronPictureChange.renormalised_metric' depends on axioms: [propext, Classical.choice, Quot.sound]
'TwoElectronPictureChange.two_electron_correction' depends on axioms: [propext, Classical.choice, Quot.sound]
```

## From the algebra to the Lean proofs

`sandwich` first moves the spins to the left (`expand`), using `hg` and `spin_comm`. It then reads the nine products s_i s_j off the Pauli rule and writes L as its six nonzero terms (`hso`). Rewriting with `mom_comm` puts the momentum products in one order, so the terms g p_i p_j cancel. The tactic `module` compares the remaining coefficients.

`spinFree_eq_darwin` is the expansion of the double commutator and needs no commutation rule. `darwin_add_spinOrbit` combines it with `sandwich`.

In `renormalised_interaction`, the Darwin and spin-orbit terms are first turned back into K − (p²g + gp²)/2. K and p² are then replaced by arbitrary elements, since only multiplying out is left. `renormalised_metric` obtains (σ·p)² = p² from the case g = 1 and expands in the same way.

`double_comm_eq` compresses the argument for a and b into one identity:

[a,[a,g]] − [b,[b,g]] = [a−b,[a+b,g]] − [[a,b],g].

Both terms on the right vanish by hypothesis. The coefficients given to `linear_combination` encode this identity, and `noncomm_ring` checks it. `two_electron_correction` applies the equality in each direction and adds the one-electron results.

`two_electron_witness` shows that the matrices of the numerical example, extended to two spins by Kronecker products, satisfy every hypothesis of the two-electron theorem. It also shows [p₀,g] ≠ 0 by finding the matrix element −2, so the example is not one in which g commutes with everything.
